# Below the superheating limit of a sixth-order Landau model with $t>0$, the starting structure decides which phase small-step descent returns

I take the energy $F(Q)=Q^2-\tfrac34Q^4+\tfrac16Q^6$ for a distortion amplitude $Q$ and relax it by steepest descent. From $Q=0.9$ I end at the undistorted structure $Q=0$, where $F=0$. From $Q=1.1$ I end at $Q=\sqrt2$, where $F=1/3$. Why does the relaxation settle in the phase of higher energy, and how far can the quadratic coefficient be raised before that phase disappears?

## The barrier separates the outcomes

Your slope factorises as $F'(Q)=Q(Q^2-1)(Q^2-2)$. It is positive for $0<Q<1$ and negative for $1<Q<\sqrt2$, so descent moves away from the barrier at $Q=1$ on both sides. With step length $\eta=1/8$, the first update is

$$0.9-\tfrac18(0.9)(-0.19)(-1.19)\approx0.875,\qquad 1.1-\tfrac18(1.1)(0.21)(-0.79)\approx1.123.$$

Nothing in the update compares the energies of the two minima.

In general, let $F(Q)=tQ^2/2-bQ^4/4+cQ^6/6$ with $b,c,t>0$. Here $t$ is the stiffness of the undistorted phase, which usually grows with temperature when $F$ is a free energy; $b>0$ favours a finite distortion, and $c>0$ keeps the energy bounded below. The superheating limit is the value of $t$ at which the distorted minimum disappears as $t$ is raised; it is $b^2/(4c)$, as shown below. Your case is $t=2$, $b=3$, $c=1$.

**The origin.** Since $F(Q)-F(0)=Q^2\,(t/2-bQ^2/4+cQ^4/6)$ and the bracket tends to $t/2>0$, the origin is a strict local minimum.

**At or above the limit.** Suppose $t\ge b^2/(4c)$ and $x^2<y^2$. Expanding gives

$$24c\,[F(y)-F(x)]=(y^2-x^2)\big[3(4ct-b^2)+3(b-c(x^2+y^2))^2+c^2(y^2-x^2)^2\big]>0.$$

Shrinking any nonzero $Q$ slightly therefore lowers the energy, and no nonzero local minimum exists, even at equality.

**Below the limit.** Put $s=\sqrt{b^2-4ct}$, so $0<s<b$, and define the barrier $p$ and ordered amplitude $q$ by

$$p^2=\frac{b-s}{2c},\qquad q^2=\frac{b+s}{2c}.$$

Then $0<p<q$, $c(p^2+q^2)=b$ and $cp^2q^2=t$. Substituting these into $F$ gives

$$F(Q)-F(q)=\frac c{12}(Q^2-q^2)^2(2Q^2+q^2-3p^2).$$

The last factor equals $3(q^2-p^2)>0$ at $Q=q$ and stays positive nearby, so $q$ is a local minimum. In your example the limit is $t=9/4$, and $t=2$ lies below it. The coefficient of $Q^2$ in your $F$ is $t/2$, so it can be raised from $1$ to any value below $9/8$; at $9/8$ the distorted minimum is gone.

**The relaxation.** The same substitution gives $F'(Q)=cQ(Q^2-p^2)(Q^2-q^2)$. One step $Q\mapsto Q-\eta F'(Q)$ removes a fraction $d$ of the distance to a target:

- for $0\le Q<p$, the target is $0$ and $d=\eta c(p^2-Q^2)(q^2-Q^2)$;
- for $Q>p$, the target is $q$ and $d=\eta c(Q^2-p^2)\,Q(Q+q)$.

Choose $R\ge q$ with $|Q_0|\le R$ for the start $Q_0$. In each product one factor is at most $R^2$ and the other at most $2R^2$, so $2\eta cR^4\le1$ ensures $0<d\le1$. The iterates then approach the target monotonically without passing it, and converge to some $L$. By continuity $L$ is a fixed point, so $d(L)$ times the remaining distance is zero. Since $d(L)>0$, $L$ is the target. Negative starts follow because $F'$ is odd. For your example, $R=\sqrt2$ allows $\eta=1/8$.

## What the Lean statements say

`landauEnergy t b c Q` is $F(Q)$, while `barrierQ` and `orderedQ` are $p$ and $q$. `relaxStep` is one descent step with the actual derivative `deriv`, and `^[k]` applies it $k$ times. All quantities are real numbers.

- `origin_strict_localMin` says that $F(0)<F(Q)$ for all $Q\ne0$ close enough to $0$; the punctured neighbourhood `𝓝[≠]` expresses this. It needs only $t>0$.
- `exists_ordered_localMin_iff` says that, for $b,c,t>0$, a nonzero local minimum exists exactly when $t<b^2/(4c)$. `IsLocalMin` permits ties, so the absence of such minima at or above the limit includes non-strict ones.
- `relaxation_selects_phase` assumes $t<b^2/(4c)$ and the conditions on $R$ and $\eta$ above. The iterates tend to $0$ if $|Q_0|<p$, to $q$ if $Q_0>p$, and to $-q$ if $Q_0<-p$.

The relaxation theorem leaves out starts exactly at $\pm p$, where the slope vanishes and descent stays put, and it does not treat descent at or above the limit. The model has one uniform amplitude and no thermal fluctuations that could carry it over the barrier.

```lean
import Mathlib

open Filter Topology

namespace LandauSuperheating

noncomputable section

/-- The sixth-order Landau energy `F(Q) = tQ²/2 - bQ⁴/4 + cQ⁶/6`. -/
def landauEnergy (t b c Q : ℝ) : ℝ := t * Q ^ 2 / 2 - b * Q ^ 4 / 4 + c * Q ^ 6 / 6

/-- The barrier amplitude, the smaller positive root of `t - bQ² + cQ⁴`,
for `b, c, t > 0` and `t < b²/(4c)`. -/
def barrierQ (t b c : ℝ) : ℝ := √((b - √(b ^ 2 - 4 * c * t)) / (2 * c))

/-- The ordered amplitude, the larger positive root of `t - bQ² + cQ⁴`,
for `b, c, t > 0` and `t < b²/(4c)`. -/
def orderedQ (t b c : ℝ) : ℝ := √((b + √(b ^ 2 - 4 * c * t)) / (2 * c))

/-- One step of local relaxation: steepest descent on the Landau energy with step length `η`. -/
def relaxStep (t b c η Q : ℝ) : ℝ := Q - η * deriv (landauEnergy t b c) Q

/-- The slope of the Landau energy is `tQ - bQ³ + cQ⁵`. -/
theorem hasDerivAt_landauEnergy (t b c Q : ℝ) :
    HasDerivAt (landauEnergy t b c) (t * Q - b * Q ^ 3 + c * Q ^ 5) Q := by
  have h := ((((hasDerivAt_pow 2 Q).const_mul t).div_const 2).fun_sub
    (((hasDerivAt_pow 4 Q).const_mul b).div_const 4)).fun_add
    (((hasDerivAt_pow 6 Q).const_mul c).div_const 6)
  refine h.congr_deriv ?_
  norm_num
  ring

/-- For `t > 0` the disordered phase `Q = 0` is a strict local minimum. -/
theorem origin_strict_localMin {t : ℝ} (b c : ℝ) (ht : 0 < t) :
    ∀ᶠ Q in 𝓝[≠] (0 : ℝ), landauEnergy t b c 0 < landauEnergy t b c Q := by
  have hc : Continuous fun Q : ℝ => t / 2 - b * Q ^ 2 / 4 + c * Q ^ 4 / 6 := by fun_prop
  have h : ∀ᶠ Q in 𝓝 (0 : ℝ), 0 < t / 2 - b * Q ^ 2 / 4 + c * Q ^ 4 / 6 :=
    (isOpen_lt continuous_const hc).mem_nhds (by
      show (0 : ℝ) < t / 2 - b * 0 ^ 2 / 4 + c * 0 ^ 4 / 6
      linarith)
  filter_upwards [h.filter_mono nhdsWithin_le_nhds, self_mem_nhdsWithin] with Q h1 h2
  have hQ : Q ≠ 0 := h2
  have h3 : 0 < Q ^ 2 := by positivity
  unfold landauEnergy
  nlinarith [mul_pos h3 h1]

/-- For `c > 0` and `t ≥ b²/(4c)` the energy strictly increases with the size of the
order parameter. -/
theorem energy_increasing {t b c x y : ℝ} (hc : 0 < c) (h : b ^ 2 / (4 * c) ≤ t)
    (hxy : x ^ 2 < y ^ 2) : landauEnergy t b c x < landauEnergy t b c y := by
  have h1 : b ^ 2 ≤ t * (4 * c) := (div_le_iff₀ (by positivity)).1 h
  have hD : 0 < y ^ 2 - x ^ 2 := sub_pos.2 hxy
  -- `24c` times the difference quotient in `Q²` is a nonnegative term plus two squares
  have key : 0 < 3 * (t * (4 * c) - b ^ 2) + 3 * (b - c * (x ^ 2 + y ^ 2)) ^ 2
      + c ^ 2 * (y ^ 2 - x ^ 2) ^ 2 := by
    have h2 : 0 < c ^ 2 * (y ^ 2 - x ^ 2) ^ 2 := by positivity
    linarith [sq_nonneg (b - c * (x ^ 2 + y ^ 2))]
  have h3 : 0 < 24 * c * (landauEnergy t b c y - landauEnergy t b c x) := by
    have h4 := mul_pos hD key
    unfold landauEnergy
    linarith
  have h5 := (mul_pos_iff_of_pos_left (by positivity : 0 < 24 * c)).1 h3
  linarith

/-- For `b, c, t > 0` and `t < b²/(4c)` the barrier lies strictly between the disordered and the
ordered phase, and the two amplitudes together with `c` determine `b` and `t`. -/
theorem amplitudes {t b c : ℝ} (ht : 0 < t) (hb : 0 < b) (hc : 0 < c)
    (h : t < b ^ 2 / (4 * c)) :
    0 < barrierQ t b c ∧ barrierQ t b c < orderedQ t b c ∧
      c * (barrierQ t b c ^ 2 + orderedQ t b c ^ 2) = b ∧
      c * (barrierQ t b c ^ 2 * orderedQ t b c ^ 2) = t := by
  have h1 : t * (4 * c) < b ^ 2 := (lt_div_iff₀ (by positivity)).1 h
  have hct : 0 < c * t := mul_pos hc ht
  have hs0 : 0 < √(b ^ 2 - 4 * c * t) := Real.sqrt_pos.2 (by linarith)
  have hsb : √(b ^ 2 - 4 * c * t) < b := (Real.sqrt_lt' hb).2 (by linarith)
  have hs2 : √(b ^ 2 - 4 * c * t) ^ 2 = b ^ 2 - 4 * c * t := Real.sq_sqrt (by linarith)
  unfold barrierQ orderedQ
  generalize √(b ^ 2 - 4 * c * t) = s at *
  have hm : 0 < (b - s) / (2 * c) := div_pos (by linarith) (by positivity)
  have hp : 0 < (b + s) / (2 * c) := div_pos (by linarith) (by positivity)
  refine ⟨Real.sqrt_pos.2 hm, Real.sqrt_lt_sqrt hm.le
    (div_lt_div_of_pos_right (by linarith) (by positivity)), ?_, ?_⟩
  · rw [Real.sq_sqrt hm.le, Real.sq_sqrt hp.le]
    field_simp
    ring
  · rw [Real.sq_sqrt hm.le, Real.sq_sqrt hp.le]
    have h2 : c * ((b - s) / (2 * c) * ((b + s) / (2 * c))) = (b ^ 2 - s ^ 2) / (4 * c) := by
      field_simp
      ring
    rw [h2, hs2, div_eq_iff (by positivity)]
    ring

/-- Superheating limit: for `b, c, t > 0` a nonzero local minimum exists if and only if
`t < b²/(4c)`. -/
theorem exists_ordered_localMin_iff {t b c : ℝ} (ht : 0 < t) (hb : 0 < b) (hc : 0 < c) :
    (∃ Q, Q ≠ 0 ∧ IsLocalMin (landauEnergy t b c) Q) ↔ t < b ^ 2 / (4 * c) := by
  constructor
  · rintro ⟨Q, hQ, hmin⟩
    by_contra h
    have hmin' : ∀ᶠ x in 𝓝 Q, landauEnergy t b c Q ≤ landauEnergy t b c x := hmin
    -- shrinking `Q` slightly lowers the energy
    have hl : Tendsto (fun e : ℝ => Q * (1 - e)) (𝓝[>] 0) (𝓝 Q) := by
      have h1 : ContinuousAt (fun e : ℝ => Q * (1 - e)) 0 := by fun_prop
      have h2 := h1.tendsto
      simp only [sub_zero, mul_one] at h2
      exact h2.mono_left nhdsWithin_le_nhds
    have hI : ∀ᶠ e in 𝓝[>] (0 : ℝ), e ∈ Set.Ioo (0 : ℝ) 1 := Ioo_mem_nhdsGT zero_lt_one
    obtain ⟨e, he, he0, he1⟩ := ((hl.eventually hmin').and hI).exists
    have hQ2 : 0 < Q ^ 2 := by positivity
    have h3 : 0 < Q ^ 2 * (e * (2 - e)) := mul_pos hQ2 (mul_pos he0 (by linarith))
    exact not_lt_of_ge he (energy_increasing hc (not_lt.1 h) (by linarith))
  · intro h
    obtain ⟨hp, hpq, hb', ht'⟩ := amplitudes ht hb hc h
    refine ⟨orderedQ t b c, (hp.trans hpq).ne', ?_⟩
    generalize barrierQ t b c = p at *
    generalize orderedQ t b c = q at *
    have hcont : Continuous fun x : ℝ => 2 * x ^ 2 + q ^ 2 - 3 * p ^ 2 := by fun_prop
    have hev : ∀ᶠ x in 𝓝 q, 0 < 2 * x ^ 2 + q ^ 2 - 3 * p ^ 2 :=
      (isOpen_lt continuous_const hcont).mem_nhds (by
        show 0 < 2 * q ^ 2 + q ^ 2 - 3 * p ^ 2
        nlinarith)
    show ∀ᶠ x in 𝓝 q, landauEnergy t b c q ≤ landauEnergy t b c x
    filter_upwards [hev] with x hx
    have h1 : landauEnergy t b c x - landauEnergy t b c q
        = c / 12 * (x ^ 2 - q ^ 2) ^ 2 * (2 * x ^ 2 + q ^ 2 - 3 * p ^ 2) := by
      unfold landauEnergy
      linear_combination (-(x ^ 2 - q ^ 2) / 2) * ht' + ((x ^ 4 - q ^ 4) / 4) * hb'
    have h2 : 0 ≤ c / 12 * (x ^ 2 - q ^ 2) ^ 2 * (2 * x ^ 2 + q ^ 2 - 3 * p ^ 2) := by
      positivity
    linarith

/-- If each step of a continuous update removes a fraction in `(0, 1]` of the distance to `a`,
for all points between `a` and the start `x ≥ a`, then the iteration converges to `a`. -/
theorem tendsto_of_descent {g : ℝ → ℝ} (hg : Continuous g) {a x : ℝ} (hax : a ≤ x)
    (h : ∀ y, a ≤ y → y ≤ x → ∃ d, 0 < d ∧ d ≤ 1 ∧ g y = y - d * (y - a)) :
    Tendsto (fun k => g^[k] x) atTop (𝓝 a) := by
  have hstep : ∀ y, a ≤ y → y ≤ x → a ≤ g y ∧ g y ≤ y := by
    intro y h1 h2
    obtain ⟨d, hd, hd1, e⟩ := h y h1 h2
    rw [e]
    constructor <;> nlinarith [mul_nonneg (sub_nonneg.2 hd1) (sub_nonneg.2 h1),
      mul_nonneg hd.le (sub_nonneg.2 h1)]
  have hmem : ∀ k, a ≤ g^[k] x ∧ g^[k] x ≤ x := by
    intro k
    induction k with
    | zero => exact ⟨hax, le_refl x⟩
    | succ k ih =>
      rw [Function.iterate_succ_apply']
      have h1 := hstep _ ih.1 ih.2
      exact ⟨h1.1, h1.2.trans ih.2⟩
  have hanti : Antitone (fun k => g^[k] x) := antitone_nat_of_succ_le (fun k => by
    simpa only [Function.iterate_succ_apply'] using (hstep _ (hmem k).1 (hmem k).2).2)
  have hbdd : BddBelow (Set.range fun k => g^[k] x) :=
    ⟨a, by rintro _ ⟨k, rfl⟩; exact (hmem k).1⟩
  obtain ⟨L, hL⟩ : ∃ L, Tendsto (fun k => g^[k] x) atTop (𝓝 L) :=
    ⟨_, tendsto_atTop_ciInf hanti hbdd⟩
  -- the limit is a fixed point, and `a` is the only one available
  have h1 : a ≤ L := ge_of_tendsto' hL (fun k => (hmem k).1)
  have h2 : L ≤ x := le_of_tendsto' hL (fun k => (hmem k).2)
  have h3 : g L = L := isFixedPt_of_tendsto_iterate hL hg.continuousAt
  obtain ⟨d, hd, -, e⟩ := h L h1 h2
  have h4 : d * (L - a) = 0 := by linarith
  have h5 : L = a := sub_eq_zero.1 ((mul_eq_zero.1 h4).resolve_left hd.ne')
  rwa [h5] at hL

/-- Relaxations from `Q` and `-Q` are mirror images: if the one from `-Q` converges to `L`,
the one from `Q` converges to `-L`. -/
theorem relax_mirror {t b c η Q L : ℝ}
    (h : Tendsto (fun k => (relaxStep t b c η)^[k] (-Q)) atTop (𝓝 L)) :
    Tendsto (fun k => (relaxStep t b c η)^[k] Q) atTop (𝓝 (-L)) := by
  have hodd : ∀ y, relaxStep t b c η (-y) = -relaxStep t b c η y := by
    intro y
    simp only [relaxStep, (hasDerivAt_landauEnergy t b c _).deriv]
    ring
  have hit : ∀ k : ℕ, (relaxStep t b c η)^[k] (-Q) = -(relaxStep t b c η)^[k] Q := by
    intro k
    induction k with
    | zero => rfl
    | succ k ih => rw [Function.iterate_succ_apply', Function.iterate_succ_apply', ih, hodd]
  refine h.neg.congr (fun k => ?_)
  show -((relaxStep t b c η)^[k] (-Q)) = (relaxStep t b c η)^[k] Q
  rw [hit, neg_neg]

/-- Let `b, c, t > 0`, `t < b²/(4c)`, and let the start satisfy `|Q₀| ≤ R` with `R` at least the
ordered amplitude. For steps `0 < η` with `2ηcR⁴ ≤ 1`, relaxation returns the disordered phase
from inside the barrier, and the ordered phase of the same sign from outside it. -/
theorem relaxation_selects_phase {t b c R η Q₀ : ℝ} (ht : 0 < t) (hb : 0 < b) (hc : 0 < c)
    (h : t < b ^ 2 / (4 * c)) (hR : orderedQ t b c ≤ R) (hη : 0 < η)
    (hstep : 2 * η * c * R ^ 4 ≤ 1) (hQ : |Q₀| ≤ R) :
    (|Q₀| < barrierQ t b c →
      Tendsto (fun k => (relaxStep t b c η)^[k] Q₀) atTop (𝓝 0)) ∧
    (barrierQ t b c < Q₀ →
      Tendsto (fun k => (relaxStep t b c η)^[k] Q₀) atTop (𝓝 (orderedQ t b c))) ∧
    (Q₀ < -barrierQ t b c →
      Tendsto (fun k => (relaxStep t b c η)^[k] Q₀) atTop (𝓝 (-orderedQ t b c))) := by
  obtain ⟨hp, hpq, hb', ht'⟩ := amplitudes ht hb hc h
  generalize barrierQ t b c = p at *
  generalize orderedQ t b c = q at *
  have hg : ∀ y, relaxStep t b c η y
      = y - η * (c * y * (y ^ 2 - p ^ 2) * (y ^ 2 - q ^ 2)) := by
    intro y
    rw [relaxStep, (hasDerivAt_landauEnergy t b c y).deriv]
    linear_combination η * y * ht' - η * y ^ 3 * hb'
  have hcont : Continuous (relaxStep t b c η) := by
    rw [funext hg]
    fun_prop
  have hηc : 0 < η * c := mul_pos hη hc
  -- the step bound keeps every removed fraction at most one
  have hfrac : ∀ A B : ℝ, A ≤ R ^ 2 → 0 < B → B ≤ 2 * R ^ 2 → η * c * (A * B) ≤ 1 := by
    intro A B hA hB hB'
    have h1 : A * B ≤ R ^ 2 * (2 * R ^ 2) := mul_le_mul hA hB' hB.le (by positivity)
    have h2 := mul_le_mul_of_nonneg_left h1 hηc.le
    linarith
  have hin : ∀ x, 0 ≤ x → x < p →
      Tendsto (fun k => (relaxStep t b c η)^[k] x) atTop (𝓝 0) := by
    intro x hx hxp
    refine tendsto_of_descent hcont hx (fun y h0 h1 => ?_)
    have hA : 0 < p ^ 2 - y ^ 2 := by nlinarith
    have hB : 0 < q ^ 2 - y ^ 2 := by nlinarith
    exact ⟨η * c * ((p ^ 2 - y ^ 2) * (q ^ 2 - y ^ 2)), mul_pos hηc (mul_pos hA hB),
      hfrac _ _ (by nlinarith) hB (by nlinarith), by rw [hg]; ring⟩
  have hout : ∀ x, p < x → x ≤ R →
      Tendsto (fun k => (relaxStep t b c η)^[k] x) atTop (𝓝 q) := by
    intro x hpx hxR
    rcases le_total q x with hqx | hxq
    · refine tendsto_of_descent hcont hqx (fun y h0 h1 => ?_)
      have hA : 0 < y ^ 2 - p ^ 2 := by nlinarith
      have hB : 0 < y * (y + q) := mul_pos (by linarith) (by linarith)
      exact ⟨η * c * ((y ^ 2 - p ^ 2) * (y * (y + q))), mul_pos hηc (mul_pos hA hB),
        hfrac _ _ (by nlinarith) hB (by nlinarith), by rw [hg]; ring⟩
    · -- between barrier and minimum, follow the mirror image down to `-q`
      have h2 : Tendsto (fun k => (relaxStep t b c η)^[k] (-x)) atTop (𝓝 (-q)) := by
        refine tendsto_of_descent hcont (by linarith) (fun y h0 h1 => ?_)
        have hA : 0 < y ^ 2 - p ^ 2 := by nlinarith
        have hB : 0 < y * (y - q) := mul_pos_of_neg_of_neg (by linarith) (by linarith)
        exact ⟨η * c * ((y ^ 2 - p ^ 2) * (y * (y - q))), mul_pos hηc (mul_pos hA hB),
          hfrac _ _ (by nlinarith) hB (by nlinarith), by rw [hg]; ring⟩
      have h3 := relax_mirror h2
      rwa [neg_neg] at h3
  have hQ' := abs_le.1 hQ
  refine ⟨fun h1 => ?_, fun h1 => hout Q₀ h1 hQ'.2, fun h1 =>
    relax_mirror (hout (-Q₀) (by linarith) (by linarith [hQ'.1]))⟩
  have h2 := abs_lt.1 h1
  rcases le_total 0 Q₀ with h0 | h0
  · exact hin Q₀ h0 h2.2
  · have h3 := relax_mirror (hin (-Q₀) (by linarith) (by linarith [h2.1]))
    rwa [neg_zero] at h3

end

end LandauSuperheating
```

```lean
#print axioms LandauSuperheating.origin_strict_localMin
-- 'LandauSuperheating.origin_strict_localMin' depends on axioms: [propext, Classical.choice, Quot.sound]
#print axioms LandauSuperheating.exists_ordered_localMin_iff
-- 'LandauSuperheating.exists_ordered_localMin_iff' depends on axioms: [propext, Classical.choice, Quot.sound]
#print axioms LandauSuperheating.relaxation_selects_phase
-- 'LandauSuperheating.relaxation_selects_phase' depends on axioms: [propext, Classical.choice, Quot.sound]
```

## From the algebra to the proof

`hasDerivAt_landauEnergy` computes the slope. In `energy_increasing`, the step named `key` shows that the square bracket in the expansion above is positive. The main equivalence uses it by contradiction: the points $Q(1-e)$ with small $e>0$ approach $Q$ but have lower energy.

`amplitudes` proves the ordering of $p$ and $q$ and the two relations for $b$ and $t$. Later proofs replace the square roots by plain variables with `generalize`, and `linear_combination` uses those relations to verify the factorised energy difference and slope.

`tendsto_of_descent` is the convergence argument for a start at or above its target $a$. Induction keeps the iterates between $a$ and the start, monotonicity supplies a limit, and the fixed-point equation identifies it. In the final theorem, `hfrac` bounds the removed fraction by one, `hin` treats starts inside the barrier, and `hout` those outside it. Between $p$ and $q$ the iterates rise, so the proof follows their mirror images down to $-q$ and returns with `relax_mirror`, which also handles negative starts.

## The same step in a structure relaxation

Suppose a crystal is displaced by $Q$ times a fixed distortion pattern of unit length, and let $F$ now be its static energy along this path, without thermal motion of the atoms. An electronic-structure calculation gives the forces on the atoms; their projection on the pattern is $-F'(Q)$, and a steepest-descent update adds $\eta$ times this force to $Q$. Within this one-parameter model, with $0<t<b^2/(4c)$ and $\eta$ within the step bound above, a small symmetry-breaking displacement with $|Q_0|<p$ relaxes back to the symmetric structure even when the distorted phase has the lower energy. With such short steps, finding the distorted phase requires a start beyond the barrier; a longer step could jump across it.
